# With diagonal A and zero B, each diagonal entry of A is an eigenvalue of the linear-response matrix

The theorem `uncoupled_eigenvalue` concerns the real linear-response matrix [[A, B], [−B, −A]], which acts on excitation amplitudes X and de-excitation amplitudes Y over a finite index set. It takes A diagonal with arbitrary real entries dᵢ and B = 0, so that nothing couples the amplitudes to one another, and states that each dᵢ is an eigenvalue with a nonzero real eigenvector. The proof uses `casida_iff_amplitudes` to turn the eigenvalue problem into two coupled equations for X and Y. It then offers X equal to 1 at i and 0 elsewhere, with Y = 0, and checks that X is nonzero and that both equations hold.

In Lean, a first try:

```lean
import Mathlib

open Matrix

namespace AdiabaticExcitationCount

/-- The real number `ω` is an eigenvalue of the real square matrix `M`, with a nonzero real
eigenvector. -/
def IsEigenvalue {m : Type*} [Fintype m] (M : Matrix m m ℝ) (ω : ℝ) : Prop :=
  ∃ v : m → ℝ, v ≠ 0 ∧ M *ᵥ v = ω • v

/-- The linear-response matrix `[[A, B], [-B, -A]]` acting on excitation and de-excitation
amplitudes. -/
def casida {n : Type*} (A B : Matrix n n ℝ) : Matrix (n ⊕ n) (n ⊕ n) ℝ :=
  Matrix.fromBlocks A B (-B) (-A)

section Pairing

variable {n : Type*} [Fintype n]

/-- The eigenvalue problem of the linear-response matrix, written as two coupled equations for
the excitation amplitudes `X` and the de-excitation amplitudes `Y`. -/
theorem casida_iff_amplitudes (A B : Matrix n n ℝ) (ω : ℝ) :
    IsEigenvalue (casida A B) ω ↔ ∃ X Y : n → ℝ, (X ≠ 0 ∨ Y ≠ 0) ∧
      A *ᵥ X + B *ᵥ Y = ω • X ∧ B *ᵥ X + A *ᵥ Y = (-ω) • Y := by
  constructor
  · rintro ⟨v, hv, h⟩
    rw [casida, Matrix.fromBlocks_mulVec] at h
    refine ⟨v ∘ Sum.inl, v ∘ Sum.inr, ?_, ?_, ?_⟩
    · by_contra hc
      simp only [not_or, not_not, ne_eq] at hc
      apply hv
      funext i
      rcases i with i | i
      · exact congrFun hc.1 i
      · exact congrFun hc.2 i
    · funext i
      exact congrFun h (Sum.inl i)
    · have h2 : (-B) *ᵥ (v ∘ Sum.inl) + (-A) *ᵥ (v ∘ Sum.inr) = ω • (v ∘ Sum.inr) := by
        funext i
        exact congrFun h (Sum.inr i)
      rw [Matrix.neg_mulVec, Matrix.neg_mulVec] at h2
      linear_combination (norm := module) (-1 : ℝ) • h2
  · rintro ⟨X, Y, hne, h1, h2⟩
    have h3 : (-B) *ᵥ X + (-A) *ᵥ Y = ω • Y := by
      rw [Matrix.neg_mulVec, Matrix.neg_mulVec]
      linear_combination (norm := module) (-1 : ℝ) • h2
    refine ⟨Sum.elim X Y, ?_, ?_⟩
    · intro h0
      rcases hne with h | h
      · exact h (funext fun i => congrFun h0 (Sum.inl i))
      · exact h (funext fun i => congrFun h0 (Sum.inr i))
    · rw [casida, Matrix.fromBlocks_mulVec]
      simp only [Sum.elim_comp_inl, Sum.elim_comp_inr]
      funext i
      rcases i with i | i
      · exact congrFun h1 i
      · exact congrFun h3 i

end Pairing

variable {n : Type*} [Fintype n] [DecidableEq n]

/-- For diagonal `A` and vanishing `B`, each diagonal entry of `A` is an eigenvalue of the
linear-response matrix. -/
theorem uncoupled_eigenvalue (d : n → ℝ) (i : n) :
    IsEigenvalue (casida (Matrix.diagonal d) 0) (d i) := by
  refine (casida_iff_amplitudes _ _ _).mpr ⟨Pi.single i 1, 0, Or.inl ?_, ?_, ?_⟩
  · intro h
    simpa using congrFun h i
  · ext j
    simp only [Matrix.zero_mulVec, add_zero, Matrix.mulVec_diagonal, Pi.smul_apply,
      smul_eq_mul, Pi.single_apply]
    by_cases hj : j = i
    · subst hj
      rfl
    · simp [hj]
  · simp

end AdiabaticExcitationCount
```

Lean reports:

```
Main.lean:78:2: error: unsolved goals
case refine_3
n : Type u_1
inst✝¹ : Fintype n
inst✝ : DecidableEq n
d : n → ℝ
i : n
⊢ col 0 i = 0
```

What went wrong. The error is in the last bullet, which must prove the second amplitude equation, BX + AY = −dᵢY. With B = 0 and Y = 0, both sides vanish. The message shows that `simp` reduced this to `col 0 i = 0`, which says that column i of the zero matrix is zero. That is true, but `simp` did not close it.

The column comes from the term `0 *ᵥ Pi.single i 1`. A matrix applied to a unit vector is the corresponding column, and `simp` rewrote the product that way before using the fact that the matrix is zero. After that, `Matrix.zero_mulVec` no longer had a product to match.

The repair replaces `simp` with a `simp only` call whose list has no rule for turning the product into a column. Now `Matrix.zero_mulVec` removes the B term, `Matrix.mulVec_zero` removes the A term, and `smul_zero` clears the right-hand side. With `add_zero` simplifying the sum, the goal becomes `0 = 0`, which `simp only` closes.

After these edits no error is left:

```diff
@@ -76,5 +76,5 @@
       rfl
     · simp [hj]
-  · simp
+  · simp only [Matrix.zero_mulVec, Matrix.mulVec_zero, add_zero, smul_zero]
 
 end AdiabaticExcitationCount
```
